# Quadratic long-wavelength magnons in the linearised ferrimagnetic chain

Let spins 1 and 1/2 alternate along a chain, with neighbours coupled antiferromagnetically by $J\,\mathbf S_i\cdot\mathbf S_{i+1}$, $J>0$. In the ordered state the two sublattices point in opposite directions and do not cancel. How does the energy of a small spin deviation depend on its wavevector $k$?

In linear spin-wave theory, with $\hbar=1$ and $k$ the phase advance from one site to the next, the frequencies of this chain are the eigenvalues of

$$\begin{pmatrix} J & \sqrt2\,J\cos k\\ -\sqrt2\,J\cos k & -2J\end{pmatrix},\qquad \omega^2+J\omega-2J^2\sin^2 k=0 .$$

At $k=0$ the roots are $0$ and $-J$. Near $k=0$ the small root is fixed by balancing $J\omega$ against $2J^2k^2$, so $\omega\approx 2Jk^2$. The term linear in $\omega$ comes from the trace, which is nonzero because the spins differ. For equal spins it vanishes, and $\omega$ is proportional to $|k|$ instead.

```lean
import Mathlib

open Filter Topology

namespace FerrimagneticChain

noncomputable section
```

## From the spins to two boson modes

For general sublattice spins $S_1,S_2$, start from $J\sum_i \mathbf S_i\cdot\mathbf S_{i+1}$. Write $S^z=S_1-a^\dagger a$ on the first sublattice and $S^z=-S_2+b^\dagger b$ on the second, and keep terms up to second order in the bosons. Each site has two neighbours, so the longitudinal part gives $2JS_2\,a^\dagger a+2JS_1\,b^\dagger b$. The transverse part gives $J\sqrt{S_1S_2}\,(ab+a^\dagger b^\dagger)$ per bond. After a Fourier transform, $a$ at wavevector $k$ couples to $b$ at $-k$.

This truncation is the step from the Heisenberg chain to the model, and the Lean development takes its result as the definition of the Hamiltonian. Magnon interactions are therefore absent.

The modes enter only through their commutators. The names `ad` and `bd` stand for $a^\dagger$ and $b^\dagger$; they are elements of a real algebra, with no adjoint operation assumed.

```lean
/-- Two independent boson modes: `a`, `b` annihilate and `ad`, `bd` create a quantum, with the
canonical commutation relations. -/
structure TwoModes {A : Type*} [Ring A] (a ad b bd : A) : Prop where
  a_ad : a * ad - ad * a = 1
  b_bd : b * bd - bd * b = 1
  a_b : a * b - b * a = 0
  a_bd : a * bd - bd * a = 0
  ad_b : ad * b - b * ad = 0
  ad_bd : ad * bd - bd * ad = 0
```

Summing the two bonds of a site gives the coupling $B=2J\sqrt{S_1S_2}\cos k$. This $B$ is not a magnetic field, and $k$ is the phase advance per site, half of that per unit cell.

```lean
/-- The coupling `B = 2J √(S1 S2) cos k` between the sublattices; `k` is the phase advance from
one site to the next. -/
def coupling (J S1 S2 k : ℝ) : ℝ := 2 * J * √(S1 * S2) * Real.cos k
```

Without its constant, the Hamiltonian for one wavevector is

$$H=2JS_2\,a^\dagger a+2JS_1\,b^\dagger b+B\,(ab+a^\dagger b^\dagger).$$

```lean
/-- The quadratic spin-wave Hamiltonian at wavevector `k`, without its constant term: `a` lives on
the sublattice of spin `S1`, `b` on that of spin `S2`. -/
def hamiltonian {A : Type*} [Ring A] [Algebra ℝ A] (J S1 S2 k : ℝ) (a ad b bd : A) : A :=
  (2 * J * S2) • (ad * a) + (2 * J * S1) • (bd * b) + coupling J S1 S2 k • (a * b + ad * bd)
```

The pair $(a,b^\dagger)$ will turn out to evolve with the matrix

$$M=\begin{pmatrix}2JS_2&B\\-B&-2JS_1\end{pmatrix}.$$

```lean
/-- The dynamical matrix of the pair `(a, b†)`. -/
def dynMatrix (J S1 S2 k : ℝ) : Matrix (Fin 2) (Fin 2) ℝ :=
  !![2 * J * S2, coupling J S1 S2 k; -coupling J S1 S2 k, -2 * J * S1]
```

Its eigenvalues will be expressed through $R=\sqrt{(S_1-S_2)^2+4S_1S_2\sin^2k}$, called `root` although it is a square root and not a root of the characteristic polynomial.

```lean
/-- The square root `√((S1 - S2)² + 4 S1 S2 sin² k)` in the dispersion relation. -/
def root (S1 S2 k : ℝ) : ℝ := √((S1 - S2) ^ 2 + 4 * S1 * S2 * Real.sin k ^ 2)
```

The two branches are $\omega_\pm=J(S_2-S_1\pm R)$.

```lean
/-- The upper branch `J (S2 - S1 + √((S1 - S2)² + 4 S1 S2 sin² k))`. -/
def upper (J S1 S2 k : ℝ) : ℝ := J * (S2 - S1 + root S1 S2 k)

/-- The lower branch `J (S2 - S1 - √((S1 - S2)² + 4 S1 S2 sin² k))`. -/
def lower (J S1 S2 k : ℝ) : ℝ := J * (S2 - S1 - root S1 S2 k)
```

The commutation relations are consistent: on polynomials in $x,y$, take $a=\partial_x$, $a^\dagger=x$, $b=\partial_y$, $b^\dagger=y$. Then $\partial_x(xp)-x\,\partial_xp=p$, and likewise for $y$, while operators of different variables commute. In the proof, the commutator of the two derivatives is a derivation that kills both variables, hence zero.

```lean
/-- Differentiation and multiplication by the variable, on real polynomials in two variables,
are two independent boson modes. -/
theorem twoModes_witness :
    TwoModes (A := Module.End ℝ (MvPolynomial (Fin 2) ℝ))
      (MvPolynomial.pderiv 0).toLinearMap (LinearMap.mulLeft ℝ (MvPolynomial.X 0))
      (MvPolynomial.pderiv 1).toLinearMap (LinearMap.mulLeft ℝ (MvPolynomial.X 1)) := by
  -- partial derivatives commute, since their commutator kills both variables
  have hc : ⁅(MvPolynomial.pderiv 0 :
        Derivation ℝ (MvPolynomial (Fin 2) ℝ) (MvPolynomial (Fin 2) ℝ)),
      (MvPolynomial.pderiv 1 :
        Derivation ℝ (MvPolynomial (Fin 2) ℝ) (MvPolynomial (Fin 2) ℝ))⁆ = 0 :=
    MvPolynomial.derivation_ext fun i => by
      fin_cases i <;>
        simp [Derivation.commutator_apply, MvPolynomial.pderiv_X]
  constructor <;> refine LinearMap.ext fun p => ?_
  case a_b =>
    have h := DFunLike.congr_fun hc p
    rw [Derivation.commutator_apply] at h
    exact h
  case ad_bd => exact sub_eq_zero.mpr (mul_left_comm _ _ _)
  all_goals
    simp [Module.End.mul_apply, Derivation.leibniz, MvPolynomial.pderiv_X]
```

## Equations of motion

The canonical relations give

$$[a,a^\dagger a]=a,\quad [a,b^\dagger b]=0,\quad [a,ab+a^\dagger b^\dagger]=b^\dagger,$$
$$[b^\dagger,a^\dagger a]=0,\quad [b^\dagger,b^\dagger b]=-b^\dagger,\quad [b^\dagger,ab+a^\dagger b^\dagger]=-a .$$

Weighting them with the coefficients of $H$,

$$[a,H]=2JS_2\,a+B\,b^\dagger,\qquad [b^\dagger,H]=-B\,a-2JS_1\,b^\dagger ,$$

which are the rows of $M$. The six commutators are `e1` to `e3` and `f1` to `f3`; `ex` splits the commutator with $H$ into its three terms. Lean counts the matrix entries from 0.

```lean
/-- The commutators of `a` and `b†` with the spin-wave Hamiltonian are linear in `a` and `b†`,
and their coefficients are the rows of the dynamical matrix. -/
theorem equations_of_motion {A : Type*} [Ring A] [Algebra ℝ A] {a ad b bd : A}
    (h : TwoModes a ad b bd) (J S1 S2 k : ℝ) :
    let H := hamiltonian J S1 S2 k a ad b bd
    let M := dynMatrix J S1 S2 k
    a * H - H * a = M 0 0 • a + M 0 1 • bd ∧ bd * H - H * bd = M 1 0 • a + M 1 1 • bd := by
  intro H M
  have m00 : M 0 0 = 2 * J * S2 := rfl
  have m01 : M 0 1 = coupling J S1 S2 k := rfl
  have m10 : M 1 0 = -coupling J S1 S2 k := rfl
  have m11 : M 1 1 = -2 * J * S1 := rfl
  -- the commutator with `H`, term by term
  have ex : ∀ x : A, x * H - H * x = (2 * J * S2) • (x * (ad * a) - ad * a * x)
      + (2 * J * S1) • (x * (bd * b) - bd * b * x)
      + coupling J S1 S2 k • (x * (a * b + ad * bd) - (a * b + ad * bd) * x) := by
    intro x
    simp only [H, hamiltonian, mul_add, add_mul, mul_smul_comm, smul_mul_assoc, smul_add]
    module
  have e1 : a * (ad * a) - ad * a * a = a := by
    calc _ = (a * ad - ad * a) * a := by noncomm_ring
      _ = a := by rw [h.a_ad, one_mul]
  have e2 : a * (bd * b) - bd * b * a = 0 := by
    calc _ = (a * bd - bd * a) * b + bd * (a * b - b * a) := by noncomm_ring
      _ = 0 := by rw [h.a_bd, h.a_b, zero_mul, mul_zero, add_zero]
  have e3 : a * (a * b + ad * bd) - (a * b + ad * bd) * a = bd := by
    calc _ = a * (a * b - b * a) + (a * ad - ad * a) * bd + ad * (a * bd - bd * a) := by
          noncomm_ring
      _ = bd := by rw [h.a_b, h.a_ad, h.a_bd]; simp
  have f1 : bd * (ad * a) - ad * a * bd = 0 := by
    calc _ = -((ad * bd - bd * ad) * a) - ad * (a * bd - bd * a) := by noncomm_ring
      _ = 0 := by rw [h.ad_bd, h.a_bd]; simp
  have f2 : bd * (bd * b) - bd * b * bd = -bd := by
    calc _ = -(bd * (b * bd - bd * b)) := by noncomm_ring
      _ = -bd := by rw [h.b_bd, mul_one]
  have f3 : bd * (a * b + ad * bd) - (a * b + ad * bd) * bd = -a := by
    calc _ = -((a * bd - bd * a) * b) - a * (b * bd - bd * b) - (ad * bd - bd * ad) * bd := by
          noncomm_ring
      _ = -a := by rw [h.a_bd, h.b_bd, h.ad_bd]; simp
  constructor
  · rw [ex, e1, e2, e3, m00, m01]; module
  · rw [ex, f1, f2, f3, m10, m11]; module
```

## The two branches

For nonnegative spins the square roots can be squared away:

$$B^2=4J^2S_1S_2\cos^2k,\qquad R^2=(S_1-S_2)^2+4S_1S_2\sin^2k .$$

```lean
/-- For nonnegative spins the squares of the coupling and of the square root are
`4J² S1 S2 cos² k` and `(S1 - S2)² + 4 S1 S2 sin² k`. -/
theorem squares {S1 S2 : ℝ} (h1 : 0 ≤ S1) (h2 : 0 ≤ S2) (J k : ℝ) :
    coupling J S1 S2 k ^ 2 = 4 * J ^ 2 * S1 * S2 * Real.cos k ^ 2 ∧
      root S1 S2 k ^ 2 = (S1 - S2) ^ 2 + 4 * S1 * S2 * Real.sin k ^ 2 := by
  constructor
  · have h := Real.sq_sqrt (mul_nonneg h1 h2)
    unfold coupling
    linear_combination 4 * J ^ 2 * Real.cos k ^ 2 * h
  · exact Real.sq_sqrt (by positivity)
```

The trace is $2J(S_2-S_1)=\omega_++\omega_-$. The determinant is

$$-4J^2S_1S_2+B^2=-4J^2S_1S_2\sin^2k=J^2\big((S_2-S_1)^2-R^2\big)=\omega_+\omega_- .$$

A $2\times2$ characteristic polynomial is fixed by these two numbers, so it equals $(X-\omega_+)(X-\omega_-)$. The theorem states this factorisation, which includes multiplicity.

```lean
/-- For nonnegative spins the eigenvalues of the dynamical matrix, with multiplicity, are the
upper and the lower branch. -/
theorem charpoly_dynMatrix {S1 S2 : ℝ} (h1 : 0 ≤ S1) (h2 : 0 ≤ S2) (J k : ℝ) :
    (dynMatrix J S1 S2 k).charpoly =
      (Polynomial.X - Polynomial.C (upper J S1 S2 k)) *
        (Polynomial.X - Polynomial.C (lower J S1 S2 k)) := by
  obtain ⟨hB, hR⟩ := squares h1 h2 J k
  have ht : (dynMatrix J S1 S2 k).trace = upper J S1 S2 k + lower J S1 S2 k := by
    unfold dynMatrix upper lower
    rw [Matrix.trace_fin_two_of]
    ring
  have hd : (dynMatrix J S1 S2 k).det = upper J S1 S2 k * lower J S1 S2 k := by
    unfold dynMatrix upper lower
    rw [Matrix.det_fin_two_of]
    linear_combination hB + J ^ 2 * hR + 4 * J ^ 2 * S1 * S2 * Real.sin_sq_add_cos_sq k
  rw [Matrix.charpoly_fin_two, ht, hd, Polynomial.C_add, Polynomial.C_mul]
  ring
```

If $J,S_1,S_2>0$ and $\sin k\neq0$, then $R>|S_1-S_2|$, and so $\omega_-<0<\omega_+$. The negative sign does not signal an instability: $\omega_-$ belongs to an operator that is mostly $b^\dagger$ when $B$ is small, and creating a quantum of energy $|\omega_-|$ gives the commutator with $H$ a negative coefficient.

```lean
/-- For `J, S1, S2 > 0` and `sin k ≠ 0` the lower branch is negative and the upper branch is
positive. -/
theorem lower_neg_upper_pos {J S1 S2 k : ℝ} (hJ : 0 < J) (h1 : 0 < S1) (h2 : 0 < S2)
    (hk : Real.sin k ≠ 0) : lower J S1 S2 k < 0 ∧ 0 < upper J S1 S2 k := by
  -- the square root exceeds the difference of the spins
  have hlt : |S1 - S2| < root S1 S2 k := by
    have hp : 0 < 4 * S1 * S2 * Real.sin k ^ 2 := by positivity
    unfold root
    rw [← Real.sqrt_sq_eq_abs]
    exact Real.sqrt_lt_sqrt (sq_nonneg _) (by linarith)
  obtain ⟨ha, hb⟩ := abs_lt.mp hlt
  exact ⟨mul_neg_of_pos_of_neg hJ (by linarith), mul_pos hJ (by linarith)⟩
```

For the upper branch the operator is explicit. Put $\omega=\omega_+$ and $\alpha=(\omega+2JS_1)\,a+B\,b^\dagger$. The equations of motion give

$$[\alpha,H]=\big((\omega+2JS_1)2JS_2-B^2\big)a+\omega B\,b^\dagger .$$

The characteristic equation $(\omega-2JS_2)(\omega+2JS_1)+B^2=0$ turns the first coefficient into $\omega(\omega+2JS_1)$, so $[\alpha,H]=\omega\alpha$: $\alpha$ removes a quantum of energy $\omega$. It is nonzero because $[\alpha,a^\dagger]=\omega+2JS_1=J(S_1+S_2+R)>0$. In the proof, `hx` is the characteristic equation and `hc` is this last commutator.

The code leaves $\alpha$ unnormalised. With the usual adjoint, $[\alpha,\alpha^\dagger]=(\omega+2JS_1)^2-B^2=2J^2R(R+S_1+S_2)$, so for $R>0$ dividing $\alpha$ by the square root of this number yields a canonical boson; this normalisation is an addition to the checked statements.

```lean
/-- For `J, S1, S2 > 0` the operator `α = (ω + 2J S1) a + B b†`, with `ω` the upper branch, is
nonzero and satisfies `[α, H] = ω α`. -/
theorem magnon_operator {A : Type*} [Ring A] [Algebra ℝ A] [Nontrivial A] {a ad b bd : A}
    (h : TwoModes a ad b bd) {J S1 S2 : ℝ} (hJ : 0 < J) (h1 : 0 < S1) (h2 : 0 < S2) (k : ℝ) :
    let H := hamiltonian J S1 S2 k a ad b bd
    let α := (upper J S1 S2 k + 2 * J * S1) • a + coupling J S1 S2 k • bd
    α ≠ 0 ∧ α * H - H * α = upper J S1 S2 k • α := by
  intro H α
  obtain ⟨hB, hR⟩ := squares h1.le h2.le J k
  constructor
  · -- the commutator of `α` with `a†` is a positive number
    intro h0
    have hu : 0 < upper J S1 S2 k + 2 * J * S1 := by
      have hr : 0 ≤ root S1 S2 k := Real.sqrt_nonneg _
      have hp : 0 < J * (S1 + S2 + root S1 S2 k) := by positivity
      unfold upper
      linarith
    have hc : α * ad - ad * α = (upper J S1 S2 k + 2 * J * S1) • (1 : A) := by
      calc _ = (upper J S1 S2 k + 2 * J * S1) • (a * ad - ad * a)
            - coupling J S1 S2 k • (ad * bd - bd * ad) := by
            simp only [α, add_mul, mul_add, smul_mul_assoc, mul_smul_comm]
            module
        _ = _ := by rw [h.a_ad, h.ad_bd, smul_zero, sub_zero]
    rw [h0, zero_mul, mul_zero, sub_zero] at hc
    exact smul_ne_zero hu.ne' one_ne_zero hc.symm
  · obtain ⟨e1, e2⟩ := equations_of_motion h J S1 S2 k
    have hx : (upper J S1 S2 k + 2 * J * S1) * (2 * J * S2)
        - coupling J S1 S2 k * coupling J S1 S2 k
        = upper J S1 S2 k * (upper J S1 S2 k + 2 * J * S1) := by
      unfold upper
      linear_combination -hB - J ^ 2 * hR - 4 * J ^ 2 * S1 * S2 * Real.sin_sq_add_cos_sq k
    calc α * H - H * α = (upper J S1 S2 k + 2 * J * S1) • (a * H - H * a)
          + coupling J S1 S2 k • (bd * H - H * bd) := by
          simp only [α, add_mul, mul_add, smul_mul_assoc, mul_smul_comm]
          module
      _ = (upper J S1 S2 k + 2 * J * S1) • ((2 * J * S2) • a + coupling J S1 S2 k • bd)
          + coupling J S1 S2 k • ((-coupling J S1 S2 k) • a + (-2 * J * S1) • bd) :=
          congrArg₂ (fun x y => (upper J S1 S2 k + 2 * J * S1) • x
            + coupling J S1 S2 k • y) e1 e2
      _ = ((upper J S1 S2 k + 2 * J * S1) * (2 * J * S2)
          - coupling J S1 S2 k * coupling J S1 S2 k) • a
          + (upper J S1 S2 k * coupling J S1 S2 k) • bd := by module
      _ = upper J S1 S2 k • α := by
          rw [hx]
          simp only [α]
          module
```

## Long wavelengths

Let $S_1>S_2>0$. Multiplying and dividing $\omega_+=J\big(R-(S_1-S_2)\big)$ by $R+S_1-S_2$ gives, for $k\neq0$,

$$\frac{\omega_+}{k^2}=\frac{4JS_1S_2}{S_1-S_2+R}\left(\frac{\sin k}{k}\right)^2\;\longrightarrow\;\frac{2JS_1S_2}{S_1-S_2}\qquad(k\to0),$$

since $\sin k/k\to1$ and $R\to S_1-S_2$. For spins 1 and 1/2 this is the $2J$ found at the start.

In Lean, `𝓝[≠] 0` means that $k$ approaches zero without reaching it. The limit of $\sin k/k$ is the derivative of the sine at zero (`hs`), the limit of $R$ is continuity (`hr`), and the final lines check the rationalised form. The coefficient can serve to check the small-$k$ output of a linear spin-wave program. If the program uses the phase advance $q=2k$ per unit cell, the coefficient of $q^2$ is a quarter of it, $JS_1S_2/(2(S_1-S_2))$.

```lean
/-- For `S1 > S2 > 0` the upper branch is quadratic at long wavelength: divided by `k²` it tends
to `2J S1 S2 / (S1 - S2)` as `k` tends to `0`. -/
theorem upper_div_sq_tendsto {S1 S2 : ℝ} (h2 : 0 < S2) (h12 : S2 < S1) (J : ℝ) :
    Tendsto (fun k => upper J S1 S2 k / k ^ 2) (𝓝[≠] 0)
      (𝓝 (2 * J * S1 * S2 / (S1 - S2))) := by
  have hD : 0 < S1 - S2 := sub_pos.mpr h12
  have hs : Tendsto (fun k : ℝ => k⁻¹ * Real.sin k) (𝓝[≠] 0) (𝓝 1) := by
    simpa using hasDerivAt_iff_tendsto_slope_zero.mp (Real.hasDerivAt_sin 0)
  have hr : Tendsto (fun k => root S1 S2 k) (𝓝[≠] 0) (𝓝 (S1 - S2)) := by
    have hc : Continuous (fun k => root S1 S2 k) := by
      unfold root
      fun_prop
    have h0 : root S1 S2 0 = S1 - S2 := by simp [root, Real.sqrt_sq hD.le]
    have ht := hc.tendsto 0
    rw [h0] at ht
    exact ht.mono_left nhdsWithin_le_nhds
  have hl : 2 * J * S1 * S2 / (S1 - S2)
      = 4 * J * S1 * S2 * 1 ^ 2 / (S1 - S2 + (S1 - S2)) := by
    rw [div_eq_div_iff hD.ne' (add_pos hD hD).ne']
    ring
  rw [hl]
  refine (((hs.pow 2).const_mul (4 * J * S1 * S2)).div (hr.const_add (S1 - S2))
    (add_pos hD hD).ne').congr' ?_
  -- away from `k = 0` the branch is rationalised
  filter_upwards [self_mem_nhdsWithin] with k hk
  have hk0 : k ≠ 0 := hk
  have hR := (squares (h2.trans h12).le h2.le J k).2
  have hp : 0 < S1 - S2 + root S1 S2 k := add_pos_of_pos_of_nonneg hD (Real.sqrt_nonneg _)
  have hx : (k⁻¹ * Real.sin k) ^ 2 * k ^ 2 = Real.sin k ^ 2 := by
    field_simp
  change 4 * J * S1 * S2 * (k⁻¹ * Real.sin k) ^ 2 / (S1 - S2 + root S1 S2 k) = _
  rw [div_eq_div_iff hp.ne' (pow_ne_zero 2 hk0)]
  unfold upper
  linear_combination 4 * J * S1 * S2 * hx - J * hR
```

## Equal spins

When $S_1=S_2=S$, the square root reduces to $R=2S|\sin k|$, and

$$\omega_+=2JS\,|\sin k| .$$

This is the linear spin-wave dispersion of the antiferromagnetic chain. For $J,S>0$ it starts linearly in $|k|$, so $\omega_+/k^2$ has no finite limit.

```lean
/-- For equal nonnegative spins `S` on both sublattices the upper branch is `2 J S |sin k|`. -/
theorem upper_equal_spins {S : ℝ} (hS : 0 ≤ S) (J k : ℝ) :
    upper J S S k = 2 * J * S * |Real.sin k| := by
  have h : (S - S) ^ 2 + 4 * S * S * Real.sin k ^ 2 = (2 * S * |Real.sin k|) ^ 2 := by
    rw [mul_pow, sq_abs]
    ring
  unfold upper root
  rw [h, Real.sqrt_sq (by positivity)]
  ring

end

end FerrimagneticChain
```

```lean
#print axioms FerrimagneticChain.lower_neg_upper_pos
-- 'FerrimagneticChain.lower_neg_upper_pos' depends on axioms: [propext, Classical.choice, Quot.sound]
#print axioms FerrimagneticChain.magnon_operator
-- 'FerrimagneticChain.magnon_operator' depends on axioms: [propext, Classical.choice, Quot.sound]
#print axioms FerrimagneticChain.upper_div_sq_tendsto
-- 'FerrimagneticChain.upper_div_sq_tendsto' depends on axioms: [propext, Classical.choice, Quot.sound]
#print axioms FerrimagneticChain.upper_equal_spins
-- 'FerrimagneticChain.upper_equal_spins' depends on axioms: [propext, Classical.choice, Quot.sound]
```
